# Lead Bloch factors from a linear pencil: \(\det(P - zS) = \det(z^2A + zB + C)\) without inverting the hopping

## One orbital per cell

Take a chain with one orbital per cell, real on-site energy \(\varepsilon\) and real hopping \(t\). The amplitudes \(\psi_j\) at energy \(E\) obey \(t\psi_{j+1} + \varepsilon\psi_j + t\psi_{j-1} = E\psi_j\). The trial wave \(\psi_j = z^j\) with complex \(z \neq 0\) turns this into \(az^2 + bz + c = 0\), where \(a = c = t\) and \(b = \varepsilon - E\). The quadratic is a \(2\times2\) determinant whose entries are linear in \(z\):
\[
\det\begin{pmatrix} -z & 1\\ -c & -b - za\end{pmatrix} = z(b + za) + c = az^2 + bz + c .
\]
Nothing was divided by \(a\). A transfer matrix, which solves for \(\psi_{j+1}\), needs \(1/a\); here \(a\) stays in place, multiplying \(z\). The same identity holds when \(a, b, c\) are matrices.

## The periodic lead and its Bloch matrix

Let each cell carry \(n\) orbitals, so that \(\psi_j \in \mathbb{C}^n\) for \(j \in \mathbb{Z}\). The \(n\times n\) matrix \(H_0\) acts within a cell, \(V\) couples cell \(j\) to cell \(j+1\), and \(V^\dagger\) couples back:
\[
V\psi_{j+1} + H_0\psi_j + V^\dagger\psi_{j-1} = E\psi_j .
\]
For a Bloch wave \(\psi_j = z^j u\) with cell amplitude \(u\) and Bloch factor \(z \neq 0\), write \(z^{j+1} = z^{j-1}z^2\) and \(z^j = z^{j-1}z\). With \(I\) the identity matrix, left side minus right side becomes
\[
z^{j-1}\left[z^2V + z(H_0 - EI) + V^\dagger\right]u = z^{j-1}Q(z)u ,
\]
where \(Q(z) = z^2A + zB + C\) with \(A = V\), \(B = H_0 - EI\), \(C = V^\dagger\). Since \(z^{j-1} \neq 0\), the wave solves every cell exactly when \(Q(z)u = 0\), and a solution with \(u \neq 0\) exists exactly when \(\det Q(z) = 0\).

In a non-interacting tight-binding lead with nearest-cell hopping and an orthonormal basis, these modes can be used to construct a lead self-energy. The hopping \(V\) is singular whenever some orbital has no bond to the next cell; then \(\det Q(0) = \det V^\dagger = 0\), and the modes with \(z \neq 0\) need not suffice for that construction on their own. The dimerized chain below with \(t_1 = 0\), \(t_2 \neq 0\) and \(E \neq 0, \pm t_2\) has no such mode, although the half-infinite lead gives the nonzero self-energy \(t_2^2/E\) on the site bonded to it.

## From the quadratic problem to a pencil

Introduce \(w = zu\). Then \(Q(z)u = 0\) reads \(-Cu - Bw = zAw\), which is linear in \(z\). Define the \(2n\times2n\) matrices
\[
P = \begin{pmatrix} 0 & I\\ -C & -B\end{pmatrix},\qquad S = \begin{pmatrix} I & 0\\ 0 & A\end{pmatrix}.
\]
One has \(P(u,w) = (w,\,-Cu - Bw)\) and \(zS(u,w) = (zu,\,zAw)\). The two are equal exactly when \(w = zu\) and \(-Cu - zBu = z^2Au\), that is \(Q(z)u = 0\). For the lead the stacked vector is \((\psi_0, \psi_1)\). Also \(\det S = \det A\), so \(S\) is singular together with the hopping.

## Two shears give the determinant

The pencil is \(P - zS = \begin{pmatrix} -zI & I\\ -C & -B - zA\end{pmatrix}\). Write \(Q = Q(z)\), \(K = -B - zA - I\), and
\[
L = \begin{pmatrix} I & 0\\ K & I\end{pmatrix},\qquad U = \begin{pmatrix} I & I\\ 0 & I\end{pmatrix},\qquad T = \begin{pmatrix} Q & 0\\ -Q - zI & I\end{pmatrix}.
\]
Multiplying by \(U\) adds the second block row of \(T\) to the first:
\[
UT = \begin{pmatrix} -zI & I\\ -Q - zI & I\end{pmatrix}.
\]
Multiplying by \(L\) adds \(K\) times the first block row to the second. The lower left block becomes \(-zK - Q - zI = zB + z^2A + zI - Q - zI = -C\), and the lower right block becomes \(K + I = -B - zA\). Hence \(P - zS = LUT\). Each factor is block triangular, so \(\det L = \det U = 1\), \(\det T = \det Q\), and
\[
\det(P - zS) = \det(z^2A + zB + C)
\]
for all \(A, B, C\) and all \(z\), zero included.

## Roots pair as \(z \leftrightarrow 1/\bar z\)

Suppose \(H_0\) is Hermitian and \(E\) is real, which describes a lead without absorption or gain probed at an energy with no imaginary shift. Then \(B^\dagger = B\) and \(Q(z)^\dagger = \bar z^2V^\dagger + \bar zB + V\). For \(z \neq 0\), dividing by \(\bar z^2\) gives \(\bar z^{-2}Q(z)^\dagger = Q(1/\bar z)\), so \(\det Q(1/\bar z) = \bar z^{-2n}\,\overline{\det Q(z)}\). A mode decaying to the right, \(0 < |z| < 1\), comes with one decaying to the left, and \(|z| = 1\) is paired with itself.

## The dimerized chain

Number the two sites of a cell 0 and 1. A real hopping \(t_1\) joins them, and a real hopping \(t_2\) joins site 1 to site 0 of the next cell, so \(V_{10} = t_2\) is the only entry of \(V\) that can be nonzero and \(\det V = 0\). With zero on-site energies,
\[
Q(z) = \begin{pmatrix} -zE & zt_1 + t_2\\ z(zt_2 + t_1) & -zE\end{pmatrix},\qquad \det Q(z) = z^2E^2 - z(zt_1 + t_2)(zt_2 + t_1).
\]
Dividing \(\det Q(z) = 0\) by \(z^2\) gives \(E^2 = t_1^2 + t_2^2 + t_1t_2(z + 1/z)\), and \(z = e^{ik}\) with real \(k\) gives the bands \(E^2 = t_1^2 + t_2^2 + 2t_1t_2\cos k\). For \(t_1 = 0\) and \(E = \pm t_2\) the determinant vanishes for every \(z\), a flat band of isolated dimers. These readings of the polynomial are done here by ordinary algebra; the Lean code stops at the polynomial.

## How the Lean objects match the lead

Orbitals are labelled by a finite type `n`, and the doubled space by `n ⊕ n`, whose two halves hold \(u\) and \(w\); `Sum.elim u w` is the stacked vector. The definitions `blochMatrix`, `pencilLeft` and `pencilRight` are \(Q(z)\), \(P\) and \(S\). The predicate `SolvesLead H₀ V E ψ` is the lead equation for every integer `j`, with `Vᴴ` for \(V^\dagger\), and `blochWave z u` is \(z^ju\), with no normalisation imposed on \(u\).

The theorems `det_block`, `det_pencil`, `det_pencilRight` and `pencil_eigenvector_iff` have no hypotheses on the matrices or on \(z\). An empty `n` is allowed: both determinants equal 1 and no nonzero amplitude exists. The theorems `bloch_mode_iff_det` and `bloch_mode_iff_generalized_eigen` say that, for \(z \neq 0\), a Bloch wave with \(u \neq 0\) solves the lead exactly when \(\det(P - zS) = 0\), and exactly when \(Pv = zSv\) has a solution \(v \neq 0\). They, like `blochWave_solves_iff`, allow any \(H_0\) and complex \(E\), so an energy with a small imaginary part is covered. The hypothesis `hz` is needed because negative powers of \(z\) occur. Lean sets negative powers of zero to zero, so `blochWave 0 u` is concentrated in cell 0; for the dimer with \(t_2 \neq 0\) it fails the equation unless \(u = 0\), although the determinant vanishes at \(z = 0\).

In `bloch_factor_pairing`, `hH` is the Hermiticity of \(H_0\), the type `E : ℝ` makes the energy real, and `star z` is \(\bar z\). The conclusion concerns only whether the determinant vanishes, and says nothing of multiplicities or amplitudes. The lead is infinite in both directions. Surface Green's functions, the self-energy itself, the choice of outgoing modes, the number of roots, infinite eigenvalues of the pencil and solutions of the form \(jz^j\) are not treated.

```lean
import Mathlib

open Matrix

namespace LeadBlochPencil

noncomputable section

variable {n : Type*} [Fintype n] [DecidableEq n]

/-- The quadratic Bloch matrix `Q(z) = z² A + z B + C`. -/
def blochMatrix (A B C : Matrix n n ℂ) (z : ℂ) : Matrix n n ℂ :=
  z ^ 2 • A + z • B + C

/-- The left matrix `P = [[0, I], [-C, -B]]` of the generalized eigenproblem `P v = z S v`. -/
def pencilLeft (B C : Matrix n n ℂ) : Matrix (n ⊕ n) (n ⊕ n) ℂ :=
  fromBlocks 0 1 (-C) (-B)

/-- The right matrix `S = [[I, 0], [0, A]]` of the generalized eigenproblem `P v = z S v`. -/
def pencilRight (A : Matrix n n ℂ) : Matrix (n ⊕ n) (n ⊕ n) ℂ :=
  fromBlocks 1 0 0 A

/-- The tight-binding equation of a periodic lead with on-site block `H₀` and hopping `V`:
`V ψ(j+1) + H₀ ψ(j) + V† ψ(j-1) = E ψ(j)` in every cell `j`. -/
def SolvesLead (H₀ V : Matrix n n ℂ) (E : ℂ) (ψ : ℤ → n → ℂ) : Prop :=
  ∀ j : ℤ, V *ᵥ ψ (j + 1) + H₀ *ᵥ ψ j + Vᴴ *ᵥ ψ (j - 1) = E • ψ j

/-- The Bloch wave `ψ(j) = z^j u` with Bloch factor `z` and cell amplitude `u`. -/
def blochWave (z : ℂ) (u : n → ℂ) (j : ℤ) : n → ℂ :=
  z ^ j • u

/-- On-site block of the dimerized chain with intra-cell hopping `t`. -/
def dimerOnsite (t : ℝ) : Matrix (Fin 2) (Fin 2) ℂ :=
  !![0, (t : ℂ); (t : ℂ), 0]

/-- Inter-cell hopping block of the dimerized chain: it couples the second site of a cell
to the first site of the next cell with amplitude `t`. -/
def dimerHop (t : ℝ) : Matrix (Fin 2) (Fin 2) ℂ :=
  !![0, 0; (t : ℂ), 0]

omit [DecidableEq n] in
/-- Action of the Bloch matrix on a cell amplitude: `Q(z) u = z² A u + z B u + C u`. -/
theorem blochMatrix_mulVec (A B C : Matrix n n ℂ) (z : ℂ) (u : n → ℂ) :
    blochMatrix A B C z *ᵥ u = z ^ 2 • A *ᵥ u + z • B *ᵥ u + C *ᵥ u := by
  simp only [blochMatrix, Matrix.add_mulVec, Matrix.smul_mulVec]

/-- For arbitrary square matrices `A, B, C` and any complex `z`, the determinant of
`[[-z I, I], [-C, -B - z A]]` equals `det (z² A + z B + C)`. -/
theorem det_block (A B C : Matrix n n ℂ) (z : ℂ) :
    (fromBlocks (-(z • (1 : Matrix n n ℂ))) 1 (-C) (-B - z • A)).det
      = (z ^ 2 • A + z • B + C).det := by
  -- first shear: add the second block row to the first
  have h1 : fromBlocks (1 : Matrix n n ℂ) (1 : Matrix n n ℂ) (0 : Matrix n n ℂ) (1 : Matrix n n ℂ)
      * fromBlocks (z ^ 2 • A + z • B + C) (0 : Matrix n n ℂ)
          (-(z ^ 2 • A + z • B + C) - z • (1 : Matrix n n ℂ)) (1 : Matrix n n ℂ)
      = fromBlocks (-(z • (1 : Matrix n n ℂ))) (1 : Matrix n n ℂ)
          (-(z ^ 2 • A + z • B + C) - z • (1 : Matrix n n ℂ)) (1 : Matrix n n ℂ) := by
    rw [fromBlocks_multiply, fromBlocks_inj]
    refine ⟨?_, ?_, ?_, ?_⟩ <;>
      (simp only [Matrix.one_mul, Matrix.zero_mul]; try module)
  -- second shear: add a multiple of the first block row to the second
  have h2 : fromBlocks (1 : Matrix n n ℂ) (0 : Matrix n n ℂ) (-B - z • A - 1) (1 : Matrix n n ℂ)
      * fromBlocks (-(z • (1 : Matrix n n ℂ))) (1 : Matrix n n ℂ)
          (-(z ^ 2 • A + z • B + C) - z • (1 : Matrix n n ℂ)) (1 : Matrix n n ℂ)
      = fromBlocks (-(z • (1 : Matrix n n ℂ))) 1 (-C) (-B - z • A) := by
    rw [fromBlocks_multiply, fromBlocks_inj]
    refine ⟨?_, ?_, ?_, ?_⟩ <;>
      (simp only [Matrix.one_mul, Matrix.zero_mul, Matrix.mul_one, Matrix.mul_neg,
        Matrix.mul_smul]; try module)
  -- all three factors are block triangular
  rw [← h2, ← h1, det_mul, det_mul, det_fromBlocks_zero₁₂, det_fromBlocks_zero₂₁,
    det_fromBlocks_zero₁₂]
  simp only [det_one, one_mul, mul_one]

/-- The determinant of the linear pencil `P - z S` equals that of the Bloch matrix `Q(z)`. -/
theorem det_pencil (A B C : Matrix n n ℂ) (z : ℂ) :
    (pencilLeft B C - z • pencilRight A).det = (blochMatrix A B C z).det := by
  have h : pencilLeft B C - z • pencilRight A
      = fromBlocks (-(z • (1 : Matrix n n ℂ))) 1 (-C) (-B - z • A) := by
    ext (i | i) (j | j) <;> simp [pencilLeft, pencilRight]
  rw [h, det_block, blochMatrix]

/-- The right matrix `S` of the pencil has the same determinant as `A`. -/
theorem det_pencilRight (A : Matrix n n ℂ) : (pencilRight A).det = A.det := by
  rw [pencilRight, det_fromBlocks_zero₁₂, det_one, one_mul]

/-- A stacked vector `(u, w)` satisfies `P (u, w) = z S (u, w)` exactly when `w = z u`
and `Q(z) u = 0`. -/
theorem pencil_eigenvector_iff (A B C : Matrix n n ℂ) (z : ℂ) (u w : n → ℂ) :
    pencilLeft B C *ᵥ Sum.elim u w = z • (pencilRight A *ᵥ Sum.elim u w)
      ↔ w = z • u ∧ blochMatrix A B C z *ᵥ u = 0 := by
  have hL : pencilLeft B C *ᵥ Sum.elim u w = Sum.elim w (-(C *ᵥ u) - B *ᵥ w) := by
    simp [pencilLeft, fromBlocks_mulVec, Matrix.neg_mulVec, sub_eq_add_neg]
  have hR : z • (pencilRight A *ᵥ Sum.elim u w) = Sum.elim (z • u) (z • A *ᵥ w) := by
    ext (i | i) <;> simp [pencilRight, fromBlocks_mulVec]
  rw [hL, hR, blochMatrix_mulVec]
  constructor
  · intro h
    have h1 : w = z • u := funext fun i => congrFun h (Sum.inl i)
    have h2 : -(C *ᵥ u) - B *ᵥ w = z • A *ᵥ w := funext fun i => congrFun h (Sum.inr i)
    refine ⟨h1, ?_⟩
    rw [h1] at h2
    simp only [Matrix.mulVec_smul] at h2
    linear_combination (norm := module) (-1 : ℂ) • h2
  · rintro ⟨rfl, h⟩
    have h2 : -(C *ᵥ u) - B *ᵥ (z • u) = z • A *ᵥ (z • u) := by
      simp only [Matrix.mulVec_smul]
      linear_combination (norm := module) (-1 : ℂ) • h
    rw [h2]

/-- For `z ≠ 0` the Bloch wave `z^j u` solves the lead equation at energy `E` exactly when
`(z² V + z (H₀ - E) + V†) u = 0`. -/
theorem blochWave_solves_iff (H₀ V : Matrix n n ℂ) (E z : ℂ) (hz : z ≠ 0) (u : n → ℂ) :
    SolvesLead H₀ V E (blochWave z u) ↔ blochMatrix V (H₀ - E • 1) Vᴴ z *ᵥ u = 0 := by
  -- the residual in cell `j` is `z^(j-1) Q(z) u`
  have key : ∀ j : ℤ, V *ᵥ blochWave z u (j + 1) + H₀ *ᵥ blochWave z u j
      + Vᴴ *ᵥ blochWave z u (j - 1) - E • blochWave z u j
      = z ^ (j - 1) • (blochMatrix V (H₀ - E • 1) Vᴴ z *ᵥ u) := by
    intro j
    have e1 : z ^ j = z ^ (j - 1) * z := by
      rw [← zpow_add_one₀ hz, sub_add_cancel]
    have e2 : z ^ (j + 1) = z ^ (j - 1) * z ^ 2 := by
      rw [zpow_add_one₀ hz, e1, mul_assoc, sq]
    simp only [blochWave, Matrix.mulVec_smul, blochMatrix_mulVec, Matrix.sub_mulVec,
      Matrix.smul_mulVec, Matrix.one_mulVec]
    rw [e2, e1]
    generalize z ^ (j - 1) = c
    module
  constructor
  · intro h
    have h1 := key 1
    rw [h 1, sub_self] at h1
    exact (smul_eq_zero.mp h1.symm).resolve_left (zpow_ne_zero _ hz)
  · intro h j
    rw [← sub_eq_zero, key j, h, smul_zero]

/-- A nonzero `z` is the Bloch factor of a lead mode with nonzero amplitude at energy `E`
exactly when `det (P - z S) = 0` for `A = V`, `B = H₀ - E`, `C = V†`. -/
theorem bloch_mode_iff_det (H₀ V : Matrix n n ℂ) (E z : ℂ) (hz : z ≠ 0) :
    (∃ u ≠ 0, SolvesLead H₀ V E (blochWave z u))
      ↔ (pencilLeft (H₀ - E • 1) Vᴴ - z • pencilRight V).det = 0 := by
  rw [det_pencil, ← Matrix.exists_mulVec_eq_zero_iff]
  simp only [blochWave_solves_iff H₀ V E z hz]

/-- A nonzero `z` is the Bloch factor of a lead mode with nonzero amplitude at energy `E`
exactly when `P v = z S v` has a nonzero solution `v`. -/
theorem bloch_mode_iff_generalized_eigen (H₀ V : Matrix n n ℂ) (E z : ℂ) (hz : z ≠ 0) :
    (∃ u ≠ 0, SolvesLead H₀ V E (blochWave z u))
      ↔ ∃ v ≠ 0, pencilLeft (H₀ - E • 1) Vᴴ *ᵥ v = z • (pencilRight V *ᵥ v) := by
  rw [bloch_mode_iff_det H₀ V E z hz, ← Matrix.exists_mulVec_eq_zero_iff]
  simp only [Matrix.sub_mulVec, Matrix.smul_mulVec, sub_eq_zero]

/-- For Hermitian `H₀`, real energy and `z ≠ 0`, the pencil determinant vanishes at `1 / z*`
exactly when it vanishes at `z`. -/
theorem bloch_factor_pairing (H₀ V : Matrix n n ℂ) (hH : H₀.IsHermitian) (E : ℝ) (z : ℂ)
    (hz : z ≠ 0) :
    (pencilLeft (H₀ - (E : ℂ) • 1) Vᴴ - (star z)⁻¹ • pencilRight V).det = 0
      ↔ (pencilLeft (H₀ - (E : ℂ) • 1) Vᴴ - z • pencilRight V).det = 0 := by
  have hs : star z ≠ 0 := star_ne_zero.mpr hz
  have hB : (H₀ - (E : ℂ) • (1 : Matrix n n ℂ))ᴴ = H₀ - (E : ℂ) • 1 := by
    rw [conjTranspose_sub, hH.eq, conjTranspose_smul, conjTranspose_one]
    simp
  -- `Q(1 / z*) = (z*)⁻² Q(z)†`
  have hQ : blochMatrix V (H₀ - (E : ℂ) • 1) Vᴴ (star z)⁻¹
      = ((star z)⁻¹ ^ 2) • (blochMatrix V (H₀ - (E : ℂ) • 1) Vᴴ z)ᴴ := by
    simp only [blochMatrix, conjTranspose_add, conjTranspose_smul,
      conjTranspose_conjTranspose, hB, star_pow]
    generalize star z = s at hs ⊢
    match_scalars <;> field_simp
  rw [det_pencil, det_pencil, hQ, det_smul, det_conjTranspose, mul_eq_zero, star_eq_zero]
  exact or_iff_right (pow_ne_zero _ (pow_ne_zero _ (inv_ne_zero hs)))

/-- The inter-cell hopping block of the dimerized chain is singular, and the pencil
determinant is `z² E² - z (z t₁ + t₂) (z t₂ + t₁)`. -/
theorem dimer_chain (t₁ t₂ : ℝ) (E z : ℂ) :
    (dimerHop t₂).det = 0 ∧
    (pencilLeft (dimerOnsite t₁ - E • 1) (dimerHop t₂)ᴴ - z • pencilRight (dimerHop t₂)).det
      = z ^ 2 * E ^ 2 - z * (z * t₁ + t₂) * (z * t₂ + t₁) := by
  have hV : (dimerHop t₂)ᴴ = !![0, (t₂ : ℂ); 0, 0] := by
    ext i j
    fin_cases i <;> fin_cases j <;> simp [dimerHop, conjTranspose_apply]
  constructor
  · simp [dimerHop, det_fin_two]
  · rw [det_pencil, hV, det_fin_two]
    simp [blochMatrix, dimerHop, dimerOnsite]
    ring

end

end LeadBlochPencil
```

```lean
#print axioms LeadBlochPencil.bloch_mode_iff_det
#print axioms LeadBlochPencil.bloch_mode_iff_generalized_eigen
#print axioms LeadBlochPencil.bloch_factor_pairing
#print axioms LeadBlochPencil.dimer_chain
```

```
'LeadBlochPencil.bloch_mode_iff_det' depends on axioms: [propext, Classical.choice, Quot.sound]
'LeadBlochPencil.bloch_mode_iff_generalized_eigen' depends on axioms: [propext, Classical.choice, Quot.sound]
'LeadBlochPencil.bloch_factor_pairing' depends on axioms: [propext, Classical.choice, Quot.sound]
'LeadBlochPencil.dimer_chain' depends on axioms: [propext, Classical.choice, Quot.sound]
```

## Block matrices over a sum type

The proof turns on `fromBlocks`, which builds a matrix indexed by `n ⊕ n` from four blocks listed row by row; an entry is found by asking whether each index is a `Sum.inl` or a `Sum.inr`. The lemma `fromBlocks_multiply` is the block product rule, and `fromBlocks_inj` turns an equality of block matrices into four equalities of blocks. The lemmas `det_fromBlocks_zero₁₂` and `det_fromBlocks_zero₂₁` give the product of the two diagonal determinants when the upper right or lower left block is zero, and they assume nothing about invertibility.

This shapes the factorisation. A Schur complement on a diagonal block would require \(-zI\) or \(-B - zA\) to be invertible. The block that is always invertible is the off-diagonal \(I\), and moving it to the diagonal by a swap brings in a sign \((-1)^n\). The product \(LUT\) needs neither an inverse nor a sign.

In `det_block`, `h1` is the product \(UT\) and `h2` is the product with \(L\). In every block product one factor is \(0\), \(I\) or \(-zI\), so after `simp only` each goal is a linear relation among \(A, B, C, I\) with coefficients polynomial in \(z\). The tactic `module` closes such goals by comparing coefficients. The last `rw` substitutes both products backwards, splits with `det_mul`, and evaluates the three triangular determinants.

## From the identity to the modes

`det_pencil` checks entrywise, on the four index cases `(i | i) (j | j)`, that \(P - zS\) is the block matrix, and `det_pencilRight` is one triangular determinant. In `pencil_eigenvector_iff`, `hL` and `hR` are the two stacked vectors computed above; evaluating at `Sum.inl i` gives \(w = zu\), and the lower half is \(-1\) times \(Q(z)u = 0\), expanded by `blochMatrix_mulVec` and matched by `linear_combination`.

In `blochWave_solves_iff`, `key` is the residual formula, with `e1` and `e2` as the two power identities. The forward direction uses cell 1 alone, and the converse holds in every cell. `bloch_mode_iff_det` joins this to `det_pencil` through `Matrix.exists_mulVec_eq_zero_iff`, which equates a zero determinant with a nonzero null vector. `bloch_mode_iff_generalized_eigen` applies that lemma again, now to \(P - zS\), so it passes through the determinant and does not call `pencil_eigenvector_iff`.

For the pairing, `hB` is \(B^\dagger = B\) and `hQ` is \(Q(1/\bar z) = \bar z^{-2}Q(z)^\dagger\), reduced by `match_scalars` to scalar identities in \(\bar z\). Then `det_smul` and `det_conjTranspose` produce the nonzero prefactor and the conjugate determinant. `dimer_chain` computes \(V^\dagger\) in `hV`, expands with `det_fin_two`, and finishes with `ring`.
